# On finitely many sites with finite energies, equilibrium coverage rises strictly with activity

Take two adsorption sites. The empty surface and each singly occupied surface have energy zero, and the doubly occupied one has energy $w$ in units of the thermal energy. With $q=e^{-w}$ and activity $x>0$, the statistical weights are $1$, $x$, $x$ and $qx^2$, so the coverage $\theta$, the mean fraction of occupied sites, and its slope are

$$\theta(x)=\frac{x+qx^2}{1+2x+qx^2},\qquad \frac{d\theta}{dx}=\frac{1+2qx+qx^2}{(1+2x+qx^2)^2}.$$

The slope is positive for every $q>0$, however strong the attraction. A mean-field treatment of the same pair, which replaces the neighbour's occupation by $\theta$, gives $x=\frac{\theta}{1-\theta}\,q^{-\theta}$. For $q>e^4$ this $x$ decreases with $\theta$ around $\theta=1/2$, and the isotherm has a loop. The loop comes from the closure; the exact sum over four configurations has none.

The exact slope stays positive because it is a positive variance divided by a positive factor. Multiplying it by $2x$ gives the variance of the particle number, and that number always fluctuates.

## The slope is a number variance

Let $V$ be a nonempty finite set of $M$ sites, each empty or singly occupied. Give every set $S\subseteq V$ of occupied sites an arbitrary real energy $E(S)$ in units of the thermal energy. Define

$$w_S(x)=x^{|S|}e^{-E(S)},\qquad Z=\sum_S w_S,\qquad \bar N=\frac1Z\sum_S |S|\,w_S,$$

$$\sigma^2=\frac1Z\sum_S(|S|-\bar N)^2w_S,\qquad \theta=\frac{\bar N}{M}.$$

For $x>0$,

$$\frac{d\bar N}{dx}=\frac{\sigma^2}{x},\qquad \sigma^2>0.$$

Hence $\theta$ is strictly increasing. It tends to $0$ as $x\to0^+$ and to $1$ as $x\to\infty$, and each value strictly between $0$ and $1$ is reached at exactly one positive activity.

## Solving for the activity at a given coverage

A lattice-gas code may be asked for the activity, or the chemical potential, that produces a target coverage $\theta^*$ with $0<\theta^*<1$. For a finite lattice with fixed finite energies, this equation has exactly one solution, and bisection on a bracketing interval converges to it in exact arithmetic. The two limits ensure that a bracket exists.

In the variable $u=\ln x$ the fluctuation formula reads $d\theta/du=\sigma^2/M$, so a Newton step is

$$u\leftarrow u-\frac{M\,(\theta-\theta^*)}{\sigma^2}.$$

Both averages come from the same enumeration or the same grand-canonical Monte Carlo run. Where $\sigma^2$ is small the step can overshoot, so it should be confined to the current bracket. In a sampled isotherm, a decrease of coverage with activity indicates statistical noise, incomplete equilibration or a coding error, provided that the temperature and the energies were held fixed.

## From the weights to a unique activity

**Positivity.** For $x\ge0$ all weights are nonnegative, and the empty surface contributes $e^{-E(\emptyset)}>0$. Hence $Z>0$.

**Fluctuation formula.** Write $A=\sum_S|S|w_S$ and $B=\sum_S|S|^2w_S$. For $x>0$ each weight satisfies $dw_S/dx=|S|w_S/x$, so $Z'=A/x$ and $A'=B/x$. The quotient rule gives

$$\frac{d\bar N}{dx}=\frac{(B/x)Z-A(A/x)}{Z^2}=\frac1x\left(\frac BZ-\frac{A^2}{Z^2}\right).$$

Expanding the square in the variance gives

$$\sigma^2=\frac{B-2\bar NA+\bar N^2Z}{Z}=\frac BZ-\frac{A^2}{Z^2},$$

which is the bracket above.

**Strict positivity.** The empty surface holds $0$ particles and the full one holds $M\ge1$. They cannot both hold exactly $\bar N$, and both have positive weight, so at least one term of $\sigma^2$ is positive.

**Dilute limit.** $A$ and $Z$ are polynomials in $x$ with $A(0)=0$ and $Z(0)=e^{-E(\emptyset)}>0$. Therefore $\theta$ is continuous at $0$ with value $0$.

**Saturation.** Describe the surface by its holes. For a set $T$ of holes let $\tilde E(T)=E(V\setminus T)$, and let a tilde mark quantities computed with these energies. Since $|S|=M-|V\setminus S|$,

$$w_S(x)=x^M\,\tilde w_{V\setminus S}(1/x).$$

Summing over $S$ gives

$$Z(x)=x^M\tilde Z(1/x),\qquad A(x)=x^M\left[M\tilde Z(1/x)-\tilde A(1/x)\right].$$

Dividing $A$ by $MZ$ yields $\theta(x)=1-\tilde\theta(1/x)$. As $x\to\infty$ the holes become dilute, so $\theta\to1$.

**Uniqueness.** For $0<\theta^*<1$ the limits supply one activity with coverage below $\theta^*$ and one with coverage above it. Continuity gives a solution between them, and strict monotonicity excludes a second.

## The isotherm in Lean

The type `V` is the set of sites, and a term of `Finset V` is a set of occupied sites. The function `E : Finset V → ℝ` assigns the energies, with no assumption of pairwise interactions, equivalent sites or a particular sign. The definitions `weight`, `partitionFn`, `meanNumber`, `numberVariance` and `coverage` are $w_S$, $Z$, $\bar N$, $\sigma^2$ and $\theta$.

```lean
import Mathlib

open Filter Topology Set

namespace FiniteAdsorptionIsotherm

noncomputable section

variable {V : Type*} [Fintype V]

/-- Grand-canonical weight of the set `S` of occupied sites at activity `x`, with energies in
units of the thermal energy. -/
def weight (E : Finset V → ℝ) (x : ℝ) (S : Finset V) : ℝ :=
  x ^ S.card * Real.exp (-E S)

/-- Grand partition function: the sum of the weights of all occupied sets. -/
def partitionFn (E : Finset V → ℝ) (x : ℝ) : ℝ :=
  ∑ S, weight E x S

/-- Mean number of adsorbed particles at activity `x`. -/
def meanNumber (E : Finset V → ℝ) (x : ℝ) : ℝ :=
  (∑ S, (S.card : ℝ) * weight E x S) / partitionFn E x

/-- Variance of the number of adsorbed particles at activity `x`. -/
def numberVariance (E : Finset V → ℝ) (x : ℝ) : ℝ :=
  (∑ S, ((S.card : ℝ) - meanNumber E x) ^ 2 * weight E x S) / partitionFn E x

/-- Mean coverage: the mean number of adsorbed particles per site. -/
def coverage (E : Finset V → ℝ) (x : ℝ) : ℝ :=
  meanNumber E x / (Fintype.card V : ℝ)

/-- The grand partition function is positive at every nonnegative activity. -/
theorem partitionFn_pos (E : Finset V → ℝ) {x : ℝ} (hx : 0 ≤ x) : 0 < partitionFn E x := by
  unfold partitionFn
  refine Finset.sum_pos' (fun S _ => ?_) ⟨∅, Finset.mem_univ _, ?_⟩
  · unfold weight
    positivity
  · -- the empty surface always contributes
    rw [weight, Finset.card_empty, pow_zero, one_mul]
    exact Real.exp_pos _

/-- Fluctuation formula: at positive activity, the derivative of the mean particle number with
respect to the activity is the number variance divided by the activity. -/
theorem hasDerivAt_meanNumber (E : Finset V → ℝ) {x : ℝ} (hx : 0 < x) :
    HasDerivAt (meanNumber E) (numberVariance E x / x) x := by
  have hw : ∀ S : Finset V,
      HasDerivAt (fun y => weight E y S) ((S.card : ℝ) * weight E x S / x) x := by
    intro S
    have h := (hasDerivAt_pow S.card x).mul_const (Real.exp (-E S))
    simp only [weight]
    refine h.congr_deriv ?_
    generalize S.card = n
    rcases n with _ | n
    · simp
    · rw [Nat.add_sub_cancel, pow_succ]
      field_simp
  have hZ : HasDerivAt (partitionFn E) ((∑ S, (S.card : ℝ) * weight E x S) / x) x := by
    rw [Finset.sum_div]
    exact HasDerivAt.fun_sum (fun S _ => hw S)
  have hA : HasDerivAt (fun y => ∑ S, (S.card : ℝ) * weight E y S)
      ((∑ S, (S.card : ℝ) ^ 2 * weight E x S) / x) x := by
    have h := HasDerivAt.fun_sum (u := (Finset.univ : Finset (Finset V)))
      (fun S _ => (hw S).const_mul (S.card : ℝ))
    refine h.congr_deriv ?_
    rw [Finset.sum_div]
    exact Finset.sum_congr rfl (fun S _ => by ring)
  -- expand the square in the variance
  have hV : ∀ m : ℝ, ∑ S, ((S.card : ℝ) - m) ^ 2 * weight E x S
      = ∑ S, (S.card : ℝ) ^ 2 * weight E x S
        - 2 * m * ∑ S, (S.card : ℝ) * weight E x S + m ^ 2 * partitionFn E x := by
    intro m
    unfold partitionFn
    rw [Finset.mul_sum, Finset.mul_sum, ← Finset.sum_sub_distrib, ← Finset.sum_add_distrib]
    exact Finset.sum_congr rfl (fun S _ => by ring)
  have alg : ∀ A B Z : ℝ, Z ≠ 0 → (B / x * Z - A * (A / x)) / Z ^ 2
      = (B - 2 * (A / Z) * A + (A / Z) ^ 2 * Z) / Z / x := by
    intro A B Z hZ0
    have hx0 := hx.ne'
    field_simp
    ring
  have hne := (partitionFn_pos E hx.le).ne'
  refine (hA.fun_div hZ hne).congr_deriv ?_
  rw [numberVariance, hV, meanNumber]
  exact alg _ _ _ hne

/-- On a nonempty set of sites the particle number fluctuates at every positive activity. -/
theorem numberVariance_pos [Nonempty V] (E : Finset V → ℝ) {x : ℝ} (hx : 0 < x) :
    0 < numberVariance E x := by
  have hw : ∀ S : Finset V, 0 < weight E x S := by
    intro S
    unfold weight
    positivity
  have hN : (0 : ℝ) < (Fintype.card V : ℝ) := by exact_mod_cast Fintype.card_pos
  -- the empty and the full surface cannot both have the mean particle number
  have hex : ∃ S : Finset V, (S.card : ℝ) - meanNumber E x ≠ 0 := by
    by_cases hm : meanNumber E x = 0
    · refine ⟨Finset.univ, ?_⟩
      rw [hm, sub_zero, Finset.card_univ]
      exact hN.ne'
    · refine ⟨∅, ?_⟩
      rw [Finset.card_empty, Nat.cast_zero, zero_sub]
      exact neg_ne_zero.mpr hm
  obtain ⟨S, hS⟩ := hex
  refine div_pos (Finset.sum_pos' (fun T _ => ?_) ⟨S, Finset.mem_univ _, ?_⟩)
    (partitionFn_pos E hx.le)
  · exact mul_nonneg (sq_nonneg _) (hw T).le
  · exact mul_pos (pow_pos (abs_pos.mpr hS) 2 |>.trans_eq (sq_abs _)) (hw S)

/-- The coverage tends to zero as the activity tends to zero. -/
theorem coverage_tendsto_zero (E : Finset V → ℝ) : Tendsto (coverage E) (𝓝 0) (𝓝 0) := by
  have hA : Continuous (fun x => ∑ S, (S.card : ℝ) * weight E x S) := by
    unfold weight
    fun_prop
  have hZ : Continuous (partitionFn E) := by
    unfold partitionFn weight
    fun_prop
  have hs : ∑ S, (S.card : ℝ) * weight E 0 S = 0 := by
    refine Finset.sum_eq_zero (fun S _ => ?_)
    rcases Nat.eq_zero_or_pos S.card with h | h
    · rw [h, Nat.cast_zero, zero_mul]
    · rw [weight, zero_pow h.ne', zero_mul, mul_zero]
  have h0 : coverage E 0 = 0 := by
    rw [coverage, meanNumber, hs, zero_div, zero_div]
  have hc : ContinuousAt (coverage E) 0 :=
    (hA.continuousAt.div hZ.continuousAt (partitionFn_pos E le_rfl).ne').div_const _
  have h := hc.tendsto
  rwa [h0] at h

/-- Particle-hole symmetry: the coverage at activity `x` is one minus the coverage at activity
`1/x` for the energies of the complementary configurations. -/
theorem coverage_particle_hole [DecidableEq V] [Nonempty V] (E : Finset V → ℝ) {x : ℝ}
    (hx : 0 < x) : coverage E x = 1 - coverage (fun T => E Tᶜ) x⁻¹ := by
  have hb : Function.Bijective (compl : Finset V → Finset V) :=
    Function.Involutive.bijective compl_compl
  have hw : ∀ S : Finset V, weight E x S
      = x ^ Fintype.card V * weight (fun T => E Tᶜ) x⁻¹ Sᶜ := by
    intro S
    simp only [weight, compl_compl]
    rw [← Finset.card_add_card_compl S, pow_add, inv_pow]
    field_simp
  have hZ : partitionFn E x
      = x ^ Fintype.card V * partitionFn (fun T => E Tᶜ) x⁻¹ := by
    unfold partitionFn
    rw [Finset.mul_sum]
    exact Fintype.sum_bijective compl hb _ _ hw
  -- occupied sites are all sites minus the holes
  have hA : ∑ S, (S.card : ℝ) * weight E x S
      = x ^ Fintype.card V * ((Fintype.card V : ℝ) * partitionFn (fun T => E Tᶜ) x⁻¹
        - ∑ T, (T.card : ℝ) * weight (fun T => E Tᶜ) x⁻¹ T) := by
    unfold partitionFn
    rw [Finset.mul_sum, ← Finset.sum_sub_distrib, Finset.mul_sum]
    refine Fintype.sum_bijective compl hb _ _ (fun S => ?_)
    have hc : (S.card : ℝ) + (Sᶜ.card : ℝ) = (Fintype.card V : ℝ) := by
      exact_mod_cast Finset.card_add_card_compl S
    rw [hw S]
    linear_combination (x ^ Fintype.card V * weight (fun T => E Tᶜ) x⁻¹ Sᶜ) * hc
  have alg : ∀ a N Z A : ℝ, a ≠ 0 → N ≠ 0 → Z ≠ 0 →
      a * (N * Z - A) / (a * Z) / N = 1 - A / Z / N := by
    intro a N Z A ha hN hZ0
    field_simp
  unfold coverage meanNumber
  rw [hA, hZ]
  exact alg _ _ _ _ (pow_pos hx _).ne' (Nat.cast_ne_zero.mpr Fintype.card_ne_zero)
    (partitionFn_pos _ (inv_pos.mpr hx).le).ne'

/-- For arbitrary real energies of the occupied sets on a nonempty finite set of sites, the coverage
is strictly increasing over the positive activities, tends to zero as the activity decreases to zero
and tends to one as the activity grows without bound. -/
theorem coverage_strictMono_and_limits [Nonempty V] (E : Finset V → ℝ) :
    StrictMonoOn (coverage E) (Ioi 0) ∧ Tendsto (coverage E) (𝓝[>] 0) (𝓝 0) ∧
      Tendsto (coverage E) atTop (𝓝 1) := by
  classical
  have hN : (0 : ℝ) < (Fintype.card V : ℝ) := by exact_mod_cast Fintype.card_pos
  have hd : ∀ x : ℝ, 0 < x →
      HasDerivAt (coverage E) (numberVariance E x / x / (Fintype.card V : ℝ)) x :=
    fun x hx => (hasDerivAt_meanNumber E hx).div_const _
  refine ⟨?_, (coverage_tendsto_zero E).mono_left nhdsWithin_le_nhds, ?_⟩
  · -- the slope is a positive variance divided by positive factors
    refine strictMonoOn_of_deriv_pos (convex_Ioi 0)
      (fun x hx => (hd x hx).continuousAt.continuousWithinAt) (fun x hx => ?_)
    rw [interior_Ioi] at hx
    rw [(hd x hx).deriv]
    exact div_pos (div_pos (numberVariance_pos E hx) hx) hN
  · -- saturation is the dilute limit of the holes
    have h := ((coverage_tendsto_zero (fun T => E Tᶜ)).comp
      (tendsto_inv_atTop_zero (𝕜 := ℝ))).const_sub 1
    rw [sub_zero] at h
    refine h.congr' ?_
    filter_upwards [eventually_gt_atTop (0 : ℝ)] with x hx
    exact (coverage_particle_hole E hx).symm

/-- On a nonempty finite set of sites, every coverage strictly between zero and one occurs at
exactly one positive activity. -/
theorem existsUnique_activity [Nonempty V] (E : Finset V → ℝ) {θ : ℝ} (hθ : θ ∈ Ioo (0 : ℝ) 1) :
    ∃! x : ℝ, 0 < x ∧ coverage E x = θ := by
  obtain ⟨hmono, h0, h1⟩ := coverage_strictMono_and_limits E
  obtain ⟨a, ha, ha0⟩ := ((h0.eventually_lt_const hθ.1).and self_mem_nhdsWithin).exists
  obtain ⟨b, hb, hb0⟩ := ((h1.eventually_const_lt hθ.2).and (eventually_gt_atTop 0)).exists
  have hcont : ContinuousOn (coverage E) (Ioi 0) := fun x hx =>
    ((hasDerivAt_meanNumber E hx).div_const _).continuousAt.continuousWithinAt
  obtain ⟨x, hx, hxθ⟩ := isPreconnected_Ioi.intermediate_value ha0 hb0 hcont ⟨ha.le, hb.le⟩
  exact ⟨x, ⟨hx, hxθ⟩, fun y hy => hmono.injOn hy.1 hx (hy.2.trans hxθ.symm)⟩

end

end FiniteAdsorptionIsotherm
```

```lean
#print axioms FiniteAdsorptionIsotherm.coverage_strictMono_and_limits
#print axioms FiniteAdsorptionIsotherm.existsUnique_activity
```

```
'FiniteAdsorptionIsotherm.coverage_strictMono_and_limits' depends on axioms: [propext, Classical.choice, Quot.sound]
'FiniteAdsorptionIsotherm.existsUnique_activity' depends on axioms: [propext, Classical.choice, Quot.sound]
```

The theorem `coverage_strictMono_and_limits` has three parts: strict increase on `Ioi 0`, the positive activities; limit zero when the activity approaches zero from above, written `𝓝[>] 0`; and limit one along `atTop`. In `existsUnique_activity`, the symbol `∃!` says that exactly one positive activity gives the coverage `θ`.

In `hasDerivAt_meanNumber`, the step `hw` differentiates one weight, treating the empty set separately because the power rule lowers the exponent. The steps `hZ` and `hA` sum these derivatives, `hV` expands the variance, and `alg` matches it to the result of the quotient rule.

The proof of `numberVariance_pos` splits on whether the mean number is zero. If it is, the full surface deviates from the mean; otherwise the empty one does. The theorem `partitionFn_pos` supplies the positive denominator.

The theorem `coverage_tendsto_zero` evaluates the continuous quotient at zero. The theorem `coverage_particle_hole` assumes a positive activity and a nonempty set of sites; in its proof, `Fintype.sum_bijective` reindexes the sums by complements. The main theorem then obtains monotonicity from `strictMonoOn_of_deriv_pos` and saturation by composing the dilute limit of the holes with $x\mapsto1/x$. Finally, `existsUnique_activity` applies the intermediate value theorem on the positive half-line and uses injectivity for uniqueness.

## Finite energies, fixed temperature, finite lattice

The type of `E` requires every configuration to have a finite energy, which excludes hard-core constraints. If occupying both sites at once is forbidden in the two-site example, then $q=0$ and

$$\theta(x)=\frac{x}{1+2x}\longrightarrow\frac12 .$$

The coverage still increases, but it never reaches $3/4$, and a solver given that target has no root to find. A large finite repulsion restores saturation, though possibly only at very high activity.

The energies must also stay the same as $x$ varies. They may include the free energy of internal motion at fixed temperature, but not a surface reconstruction parameter that is readjusted by hand at each activity. The activity absorbs the reservoir's chemical potential; for an ideal gas whose molecules adsorb without dissociating, it is proportional to the pressure at fixed temperature. The model has one adsorbed species and at most one particle per site.

The theorems give no upper bound on the slope that is uniform in the number of sites. They therefore leave room for isotherms that steepen as the lattice grows and for a jump in the infinite-size limit. They concern exact equilibrium averages, so hysteresis in a run that is trapped in one phase does not contradict them. Rounding error and sampling error need their own analysis.
